# A rotation by 4π is the identity for every finite-dimensional angular momentum

To ask after what angle a rotation returns every state vector of a quantum system to itself, sign included, even when the system contains several spins, we model its angular momentum as any three complex matrices of one finite size that obey the commutation relations, not as a single spin-j multiplet.

```lean
import Mathlib

open Matrix Complex

namespace RotationPeriodicity

noncomputable section

variable {d : Type*} [Fintype d] [DecidableEq d]
```

The components x, y, z are numbered 0, 1, 2, and J is measured in units of ħ. The type `d` labels the basis states. `IsAngularMomentum` contains the commutation relations only. Hermiticity, which makes rotations unitary, is not assumed, so Hermitian matrices are a special case.

```lean
/-- The angular momentum commutation relations `[Jx, Jy] = i Jz` and cyclic,
with `x, y, z` numbered `0, 1, 2`. -/
structure IsAngularMomentum (J : Fin 3 → Matrix d d ℂ) : Prop where
  xy : J 0 * J 1 - J 1 * J 0 = I • J 2
  yz : J 1 * J 2 - J 2 * J 1 = I • J 0
  zx : J 2 * J 0 - J 0 * J 2 = I • J 1
```

For a real vector n, `axisComponent J n` is n·J = n₀J₀ + n₁J₁ + n₂J₂.

```lean
/-- The component `n · J` of the angular momentum along a real vector `n`. -/
def axisComponent (J : Fin 3 → Matrix d d ℂ) (n : Fin 3 → ℝ) : Matrix d d ℂ :=
  ∑ i, (n i : ℂ) • J i
```

`rotation J n θ` is exp(−iθ n·J). It is a rotation by θ when n has unit length, written `n ⬝ᵥ n = 1` below.

```lean
/-- The rotation operator `exp(-i θ n · J)`. -/
def rotation (J : Fin 3 → Matrix d d ℂ) (n : Fin 3 → ℝ) (θ : ℝ) : Matrix d d ℂ :=
  NormedSpace.exp ((-(θ : ℂ) * I) • axisComponent J n)
```

## (a) The exponential series

Show that for every square matrix M the power series converges to the exponential:

Σₖ Mᵏ/k! = exp(M).

**Solution.** In a submultiplicative norm the terms with k ≥ 1 are bounded by ‖M‖ᵏ/k!, whose sum converges. The limit is exp(M) by definition. Lean's matrices carry no default norm, so the proof chooses the largest absolute row sum.

```lean
/-- The exponential of a matrix is the sum of its power series. -/
theorem exp_hasSum (M : Matrix d d ℂ) :
    HasSum (fun k : ℕ => ((k.factorial : ℂ)⁻¹) • M ^ k) (NormedSpace.exp M) := by
  rw [NormedSpace.exp_eq_tsum (𝕂 := ℂ)]
  let : NormedRing (Matrix d d ℂ) := Matrix.linftyOpNormedRing
  let : NormedAlgebra ℂ (Matrix d d ℂ) := Matrix.linftyOpNormedAlgebra
  exact (NormedSpace.expSeries_summable' (𝕂 := ℂ) M).hasSum
```

## (b) Moving a matrix through an exponential

Let AX = XB. Show that

exp(A) X = X exp(B).

**Solution.** By induction AᵏX = XBᵏ, since Aᵏ⁺¹X = AXBᵏ = XBᵏ⁺¹. Divide by k! and sum. In Lean, `hs.pow_right` supplies the powers and `hA.unique` equates the two sums.

```lean
/-- If `X` intertwines `A` and `B`, it intertwines their exponentials. -/
theorem exp_intertwine {A B X : Matrix d d ℂ} (h : A * X = X * B) :
    NormedSpace.exp A * X = X * NormedSpace.exp B := by
  have hs : SemiconjBy X B A := h.symm
  have hA := (exp_hasSum A).mul_right X
  have hB := (exp_hasSum B).mul_left X
  refine hA.unique ?_
  convert hB using 1
  funext k
  rw [smul_mul_assoc, mul_smul_comm, (hs.pow_right k).eq]
```

## (c) Multiples of the identity

Show that for a complex number z

exp(z1) = exp(z) 1.

**Solution.** Since (z1)ᵏ = zᵏ1, the matrix series is the scalar series times 1.

```lean
/-- The exponential of a multiple of the identity is the exponential of the number
times the identity. -/
theorem exp_smul_one (z : ℂ) :
    NormedSpace.exp (z • (1 : Matrix d d ℂ)) = Complex.exp z • (1 : Matrix d d ℂ) := by
  have hz : HasSum (fun k : ℕ => ((k.factorial : ℂ)⁻¹) • z ^ k) (Complex.exp z) := by
    rw [Complex.exp_eq_exp_ℂ, NormedSpace.exp_eq_tsum (𝕂 := ℂ)]
    exact (NormedSpace.expSeries_summable' (𝕂 := ℂ) z).hasSum
  refine (exp_hasSum _).unique ?_
  convert hz.smul_const (1 : Matrix d d ℂ) using 1
  funext k
  rw [smul_pow, one_pow, smul_assoc]
```

## (d) Raising and lowering parts

Let [K,X] = D and [K,D] = X, and let c be a complex number with exp(−c) = exp(c). Show that

exp(cK) X = exp(c) X exp(cK).

**Solution.** If [K,Y] = sY for a number s, then (cK)Y = Y(cK + cs1). The two terms in the bracket commute, so (b) and (c) give

exp(cK) Y = exp(cs) Y exp(cK).

This is `ladder`. It applies to X + D with s = 1 and to X − D with s = −1, because [K,X ± D] = D ± X. The phases exp(c) and exp(−c) are equal by assumption, and half the sum of the two equations, `p` and `q`, is the claim.

```lean
/-- Let `[K, X] = D` and `[K, D] = X`. If `exp(-c) = exp(c)`, then moving `X` through
`exp(c K)` costs only the phase factor `exp(c)`. -/
theorem exp_mul_transverse {K X D : Matrix d d ℂ} (h1 : K * X - X * K = D)
    (h2 : K * D - D * K = X) {c : ℂ} (hc : Complex.exp (-c) = Complex.exp c) :
    NormedSpace.exp (c • K) * X = Complex.exp c • (X * NormedSpace.exp (c • K)) := by
  -- a ladder operator with step `s` picks up the factor `exp(c s)`
  have ladder : ∀ (Y : Matrix d d ℂ) (s : ℂ), K * Y - Y * K = s • Y →
      NormedSpace.exp (c • K) * Y
        = Complex.exp (c * s) • (Y * NormedSpace.exp (c • K)) := by
    intro Y s h
    have e : (c • K) * Y = Y * (c • K + (c * s) • (1 : Matrix d d ℂ)) := by
      simp only [mul_add, smul_mul_assoc, mul_smul_comm, mul_one]
      linear_combination (norm := module) c • h
    rw [exp_intertwine e, Matrix.exp_add_of_commute _ _
      ((Commute.one_right (c • K)).smul_right (c * s)), exp_smul_one]
    simp only [mul_smul_comm, mul_one]
  -- `X + D` raises and `X - D` lowers
  have p := ladder (X + D) 1 (by
    rw [one_smul]
    linear_combination (norm := noncomm_ring) h1 + h2)
  have q := ladder (X - D) (-1) (by
    rw [neg_one_smul]
    linear_combination (norm := noncomm_ring) h1 - h2)
  rw [mul_one, mul_add, add_mul] at p
  rw [mul_neg, mul_one, hc, mul_sub, sub_mul] at q
  linear_combination (norm := module) (1 / 2 : ℂ) • p + (1 / 2 : ℂ) • q
```

## (e) The double commutator

Let u be a real unit vector and v any real vector. Show that

[u·J,[u·J,v·J]] = v·J − (u·v) u·J.

**Solution.** Expanding in components and using the three relations gives [a·J,b·J] = i(a×b)·J, which is `comm`. Applying it twice gives

i²(u×(u×v))·J = −((u·v)u − (u·u)v)·J,

and u·u = 1 finishes the calculation.

```lean
/-- For a unit vector `u`, the double commutator of `u · J` with `v · J` returns the
part of `v · J` transverse to `u`. -/
theorem double_commutator {J : Fin 3 → Matrix d d ℂ} (hJ : IsAngularMomentum J)
    {u : Fin 3 → ℝ} (hu : u ⬝ᵥ u = 1) (v : Fin 3 → ℝ) :
    axisComponent J u * (axisComponent J u * axisComponent J v
        - axisComponent J v * axisComponent J u)
      - (axisComponent J u * axisComponent J v
        - axisComponent J v * axisComponent J u) * axisComponent J u
      = axisComponent J v - ((u ⬝ᵥ v : ℝ) : ℂ) • axisComponent J u := by
  -- `[a · J, b · J] = i (a × b) · J`
  have comm : ∀ a b : Fin 3 → ℝ,
      axisComponent J a * axisComponent J b - axisComponent J b * axisComponent J a
        = I • axisComponent J ![a 1 * b 2 - a 2 * b 1, a 2 * b 0 - a 0 * b 2,
            a 0 * b 1 - a 1 * b 0] := by
    intro a b
    simp only [axisComponent, Fin.sum_univ_three, add_mul, mul_add, smul_mul_assoc,
      mul_smul_comm, Matrix.cons_val, Complex.ofReal_sub, Complex.ofReal_mul]
    linear_combination (norm := module)
      ((a 0 : ℂ) * b 1 - a 1 * b 0) • hJ.xy + ((a 1 : ℂ) * b 2 - a 2 * b 1) • hJ.yz
        + ((a 2 : ℂ) * b 0 - a 0 * b 2) • hJ.zx
  have hu' : (u 0 : ℂ) * u 0 + u 1 * u 1 + u 2 * u 2 = 1 := by
    simp only [dotProduct, Fin.sum_univ_three] at hu
    exact_mod_cast hu
  rw [comm u v, mul_smul_comm, smul_mul_assoc, ← smul_sub, comm u _, smul_smul, I_mul_I]
  simp only [axisComponent, dotProduct, Fin.sum_univ_three, Matrix.cons_val,
    Complex.ofReal_sub, Complex.ofReal_mul, Complex.ofReal_add]
  linear_combination (norm := module)
    hu' • ((v 0 : ℂ) • J 0 + (v 1 : ℂ) • J 1 + (v 2 : ℂ) • J 2)
```

## (f) One full turn

Let n be a real unit vector and E = exp(−2πi n·J). Show that for a = 0, 1, 2

E Jₐ = Jₐ E.

**Solution.** Put K = n·J and split Jₐ = X + nₐK. With v along axis a (`Pi.single a 1`), part (e) says that D = [K,X] = [K,Jₐ] satisfies [K,D] = X. For c = −2πi both phases in (d) are 1, so EX = XE; this is `key`. E also commutes with K by (b), which is `hK`. Adding the two parts gives the claim.

```lean
/-- A rotation by `2π` about any unit vector commutes with all three components of the
angular momentum. -/
theorem rotation_two_pi_commute {J : Fin 3 → Matrix d d ℂ} (hJ : IsAngularMomentum J)
    {n : Fin 3 → ℝ} (hn : n ⬝ᵥ n = 1) (a : Fin 3) :
    Commute (rotation J n (2 * Real.pi)) (J a) := by
  have ha : axisComponent J (Pi.single a 1) = J a := by
    fin_cases a <;> simp [axisComponent, Pi.single_apply]
  have h2 := double_commutator hJ hn (Pi.single a 1)
  rw [ha] at h2
  have hval : Complex.exp (-((2 * Real.pi : ℝ) : ℂ) * I) = 1 := by
    rw [neg_mul, Complex.exp_neg]
    push_cast
    rw [Complex.exp_two_pi_mul_I, inv_one]
  unfold rotation
  generalize -((2 * Real.pi : ℝ) : ℂ) * I = c at hval ⊢
  generalize axisComponent J n = K at h2 ⊢
  generalize ((n ⬝ᵥ Pi.single a 1 : ℝ) : ℂ) = r at h2
  -- the transverse part of `J a` acquires the phase 1, the longitudinal part commutes
  have key := exp_mul_transverse (K := K) (X := J a - r • K) (D := K * J a - J a * K)
    (by simp only [mul_sub, sub_mul, mul_smul_comm, smul_mul_assoc]; abel) h2 (c := c)
    (by rw [Complex.exp_neg, hval, inv_one])
  have hK : NormedSpace.exp (c • K) * K = K * NormedSpace.exp (c • K) :=
    exp_intertwine (by rw [smul_mul_assoc, mul_smul_comm])
  rw [hval, one_smul, mul_sub, sub_mul, mul_smul_comm, smul_mul_assoc, hK] at key
  exact sub_left_injective key
```

## (g) A half turn about a perpendicular axis

Let e be a real unit vector, v a real vector with e·v = 0, and R = exp(−iπ e·J). Show that

R (v·J) = −(v·J) R.

**Solution.** By (e), [e·J,[e·J,v·J]] = v·J. Apply (d) with K = e·J, X = v·J and c = −iπ, for which exp(c) = exp(−c) = −1.

```lean
/-- A rotation by `π` about a unit vector `e` reverses the angular momentum component
along any vector `v` perpendicular to `e`. -/
theorem rotation_pi_reverses {J : Fin 3 → Matrix d d ℂ} (hJ : IsAngularMomentum J)
    {e v : Fin 3 → ℝ} (he : e ⬝ᵥ e = 1) (hev : e ⬝ᵥ v = 0) :
    rotation J e Real.pi * axisComponent J v
      = -(axisComponent J v * rotation J e Real.pi) := by
  have h2 := double_commutator hJ he v
  rw [hev, Complex.ofReal_zero, zero_smul, sub_zero] at h2
  have hval : Complex.exp (-(Real.pi : ℂ) * I) = -1 := by
    rw [neg_mul, Complex.exp_neg, Complex.exp_pi_mul_I]
    norm_num
  have key := exp_mul_transverse rfl h2 (c := -(Real.pi : ℂ) * I)
    (by rw [Complex.exp_neg, hval]; norm_num)
  rw [hval, neg_one_smul] at key
  exact key
```

## (h) Two full turns

Show that for every real unit vector n

exp(−4πi n·J) = 1.

**Solution.** Choose a unit vector e perpendicular to n: (1,0,0) if n₀ = n₁ = 0, otherwise (−n₁,n₀,0)/√(n₀²+n₁²). Take E from (f) and R from (g). With v = n, part (g) gives

(2πi n·J) R = R (−2πi n·J),

so E⁻¹R = RE by (b); this is `hinv`. By (f), E commutes with e·J and hence with R, so RE = ER; this is `hER`. Thus E⁻¹R = ER. Cancelling the invertible R gives E⁻¹ = E (`hEE`), so E² = 1, and E² is the rotation by 4π.

```lean
/-- A rotation by `4π` about any unit vector is the identity, for every finite-dimensional
angular momentum. -/
theorem rotation_four_pi {J : Fin 3 → Matrix d d ℂ} (hJ : IsAngularMomentum J)
    {n : Fin 3 → ℝ} (hn : n ⬝ᵥ n = 1) : rotation J n (4 * Real.pi) = 1 := by
  -- a unit vector perpendicular to `n`
  obtain ⟨e, he, hen⟩ : ∃ e : Fin 3 → ℝ, e ⬝ᵥ e = 1 ∧ e ⬝ᵥ n = 0 := by
    by_cases h : n 0 ^ 2 + n 1 ^ 2 = 0
    · have h0 : n 0 = 0 := by nlinarith [sq_nonneg (n 0), sq_nonneg (n 1)]
      exact ⟨![1, 0, 0], by simp [dotProduct, Fin.sum_univ_three],
        by simp [dotProduct, Fin.sum_univ_three, h0]⟩
    · obtain ⟨r, hr⟩ : ∃ r : ℝ, r ^ 2 = n 0 ^ 2 + n 1 ^ 2 :=
        ⟨√(n 0 ^ 2 + n 1 ^ 2), Real.sq_sqrt (by positivity)⟩
      have hr0 : r ≠ 0 := by
        rintro rfl
        exact h (by linarith)
      refine ⟨![-n 1 / r, n 0 / r, 0], ?_, ?_⟩
      · simp only [dotProduct, Fin.sum_univ_three, Matrix.cons_val]
        field_simp
        linarith
      · simp only [dotProduct, Fin.sum_univ_three, Matrix.cons_val]
        ring
  have inv : ∀ A : Matrix d d ℂ, NormedSpace.exp A * NormedSpace.exp (-A) = 1 := by
    intro A
    rw [← Matrix.exp_add_of_commute _ _ (Commute.refl A).neg_right, add_neg_cancel,
      NormedSpace.exp_zero]
  have flip := rotation_pi_reverses hJ he hen
  have hE : Commute (rotation J n (2 * Real.pi)) (axisComponent J e) :=
    Commute.sum_right _ _ _ fun i _ => (rotation_two_pi_commute hJ hn i).smul_right _
  -- the full turn `E` about `n` commutes with the half turn `R` about `e`
  have hER : rotation J e Real.pi * rotation J n (2 * Real.pi)
      = rotation J n (2 * Real.pi) * rotation J e Real.pi :=
    exp_intertwine (hE.symm.smul_left _).eq
  -- but `R` also carries `E` to its inverse
  have hinv : NormedSpace.exp (-((-((2 * Real.pi : ℝ) : ℂ) * I) • axisComponent J n))
      * rotation J e Real.pi = rotation J e Real.pi * rotation J n (2 * Real.pi) :=
    exp_intertwine (by rw [neg_mul, smul_mul_assoc, mul_smul_comm, flip, smul_neg])
  have hEE : NormedSpace.exp (-((-((2 * Real.pi : ℝ) : ℂ) * I) • axisComponent J n))
      = rotation J n (2 * Real.pi) := by
    have h := congrArg
      (· * NormedSpace.exp (-((-(Real.pi : ℂ) * I) • axisComponent J e))) (hinv.trans hER)
    simpa only [rotation, mul_assoc, inv, mul_one] using h
  have hsum : (-((4 * Real.pi : ℝ) : ℂ) * I) • axisComponent J n
      = (-((2 * Real.pi : ℝ) : ℂ) * I) • axisComponent J n
        + (-((2 * Real.pi : ℝ) : ℂ) * I) • axisComponent J n := by
    rw [← add_smul]
    congr 1
    push_cast
    ring
  have h1 := inv ((-((2 * Real.pi : ℝ) : ℂ) * I) • axisComponent J n)
  rw [hEE] at h1
  rw [rotation, hsum, Matrix.exp_add_of_commute _ _ (Commute.refl _)]
  exact h1
```

In electronic structure this applies to spin functions of finitely many electrons, and to orbitals on one centre if the finite basis contains, with each radial function and its l, every m. The full state space of a moving particle is infinite-dimensional; the theorem does not cover it directly, but applies on each finite-dimensional subspace that all three components of J map into themselves. Such subspaces together span a dense part of the state space, and the result extends to the rest because rotations are unitary and so continuous.

## (i) The spin-1/2 matrices

Let S₀, S₁, S₂ be half the Pauli matrices.

```lean
/-- The spin-1/2 matrices, half the Pauli matrices. -/
def spinHalf : Fin 3 → Matrix (Fin 2) (Fin 2) ℂ :=
  ![!![0, 1 / 2; 1 / 2, 0], !![0, -I / 2; I / 2, 0], !![1 / 2, 0; 0, -1 / 2]]
```

Show that they are Hermitian and satisfy

[S₀,S₁] = iS₂, [S₁,S₂] = iS₀, [S₂,S₀] = iS₁.

**Solution.** Hermiticity is read off the entries. Multiplication gives S₀S₁ = (i/2)S₂ = −S₁S₀, and likewise for the cyclic products; subtraction gives the relations. Lean checks every entry.

```lean
/-- The spin-1/2 matrices are Hermitian and obey the angular momentum relations. -/
theorem spinHalf_witness :
    IsAngularMomentum spinHalf ∧ ∀ a, (spinHalf a).IsHermitian := by
  refine ⟨⟨?_, ?_, ?_⟩, ?_⟩
  iterate 3
    ext i j
    fin_cases i <;> fin_cases j <;>
      simp [spinHalf, Complex.ext_iff] <;> norm_num
  intro a
  ext i j
  fin_cases a <;> fin_cases i <;> fin_cases j <;>
    simp [spinHalf, Matrix.conjTranspose_apply]
```

## (j) One full turn of a spin 1/2

Show that for every real unit vector n

exp(−2πi n·S) = −1.

**Solution.** Let K = n·S. The diagonal entries of K² are (n₀²+n₁²+n₂²)/4 and the others cancel, so K² = 1/4. Hence P± = 1/2 ± K satisfy KP± = ±(1/2)P±. By (b) and (c), the rotation multiplies P± by exp(∓iπ) = −1. These are `p` and `q`; since P₊ + P₋ = 1, their sum is the claim. The angle 4π in (h) therefore cannot be replaced by 2π.

```lean
/-- For spin 1/2, a rotation by `2π` about any unit vector is minus the identity. -/
theorem spinHalf_rotation_two_pi {n : Fin 3 → ℝ} (hn : n ⬝ᵥ n = 1) :
    rotation spinHalf n (2 * Real.pi) = -1 := by
  have hn' : (n 0 : ℂ) * n 0 + n 1 * n 1 + n 2 * n 2 = 1 := by
    simp only [dotProduct, Fin.sum_univ_three] at hn
    exact_mod_cast hn
  have hK : axisComponent spinHalf n = !![(n 2 : ℂ) / 2, (n 0 - I * n 1) / 2;
      (n 0 + I * n 1) / 2, -(n 2 : ℂ) / 2] := by
    ext i j
    fin_cases i <;> fin_cases j <;>
      simp [axisComponent, spinHalf, Fin.sum_univ_three] <;> ring
  -- the square of every spin component is 1/4
  have hsq : axisComponent spinHalf n * axisComponent spinHalf n
      = (1 / 4 : ℂ) • (1 : Matrix (Fin 2) (Fin 2) ℂ) := by
    have h00 : (n 2 : ℂ) / 2 * (n 2 / 2) + (n 0 - I * n 1) / 2 * ((n 0 + I * n 1) / 2)
        = 1 / 4 := by
      linear_combination (1 / 4 : ℂ) * hn' - (n 1 : ℂ) ^ 2 / 4 * I_sq
    have h01 : (n 2 : ℂ) / 2 * ((n 0 - I * n 1) / 2) + (n 0 - I * n 1) / 2 * (-n 2 / 2)
        = 0 := by ring
    have h10 : ((n 0 : ℂ) + I * n 1) / 2 * (n 2 / 2) + -n 2 / 2 * ((n 0 + I * n 1) / 2)
        = 0 := by ring
    have h11 : ((n 0 : ℂ) + I * n 1) / 2 * ((n 0 - I * n 1) / 2) + -n 2 / 2 * (-n 2 / 2)
        = 1 / 4 := by
      linear_combination (1 / 4 : ℂ) * hn' - (n 1 : ℂ) ^ 2 / 4 * I_sq
    rw [hK, Matrix.mul_fin_two, h00, h01, h10, h11]
    ext i j
    fin_cases i <;> fin_cases j <;> simp
  have hp : Complex.exp (-((2 * Real.pi : ℝ) : ℂ) * I * (1 / 2)) = -1 := by
    rw [show -((2 * Real.pi : ℝ) : ℂ) * I * (1 / 2) = -(Real.pi * I) by push_cast; ring,
      Complex.exp_neg, Complex.exp_pi_mul_I]
    norm_num
  have hm : Complex.exp (-((2 * Real.pi : ℝ) : ℂ) * I * (-1 / 2)) = -1 := by
    rw [show -((2 * Real.pi : ℝ) : ℂ) * I * (-1 / 2) = Real.pi * I by push_cast; ring,
      Complex.exp_pi_mul_I]
  unfold rotation
  generalize -((2 * Real.pi : ℝ) : ℂ) * I = c at hp hm ⊢
  generalize axisComponent spinHalf n = K at hsq ⊢
  -- both spectral projectors `1/2 ± K` acquire the factor -1
  have p := exp_intertwine (A := c • K) (X := (1 / 2 : ℂ) • 1 + K)
    (B := (c * (1 / 2)) • 1) (by
      simp only [mul_add, smul_mul_assoc, mul_smul_comm, mul_one, hsq]
      module)
  have q := exp_intertwine (A := c • K) (X := (1 / 2 : ℂ) • 1 - K)
    (B := (c * (-1 / 2)) • 1) (by
      simp only [mul_sub, smul_mul_assoc, mul_smul_comm, mul_one, hsq]
      module)
  rw [exp_smul_one, hp, mul_smul_comm, mul_one, mul_add, mul_smul_comm, mul_one] at p
  rw [exp_smul_one, hm, mul_smul_comm, mul_one, mul_sub, mul_smul_comm, mul_one] at q
  linear_combination (norm := module) p + q

end

end RotationPeriodicity
```

```lean
#print axioms RotationPeriodicity.rotation_four_pi
-- 'RotationPeriodicity.rotation_four_pi' depends on axioms: [propext, Classical.choice, Quot.sound]
#print axioms RotationPeriodicity.spinHalf_rotation_two_pi
-- 'RotationPeriodicity.spinHalf_rotation_two_pi' depends on axioms: [propext, Classical.choice, Quot.sound]
```

## Spin 1/2 together with spin 0

Add one spin-0 state to a spin 1/2, so that each Jₐ has the block Sₐ and a zero third row and column. For n = (3/5, 0, 4/5), the rows of n·J are

(2/5, 3/10, 0), (3/10, −2/5, 0), (0, 0, 0).

The square of the upper block is 4/25 + 9/100 = 1/4 times the identity, so the eigenvalues are 1/2, −1/2 and 0. The full turn is diag(−1, −1, 1). It commutes with every Jₐ without being a multiple of the identity, and its square is 1. The relative sign is a property of the matrices: by a superselection rule, superpositions of half-integer and integer spin are not physical states, so no physical state is changed by this full turn.
